# With a single ferroelectric instability, the depolarizing field makes the force-constant matrix positive definite exactly when $1+\langle z,K^{-1}z\rangle<0$, for invertible $K$

Let $K$ be the real symmetric matrix of transverse-optical (TO) force constants at the zone centre, and let $x$ be a displacement. We call $x\cdot Kx$ the energy of $x$; it is twice the harmonic energy. A negative value means that the crystal is unstable along $x$.

Fix one direction of the macroscopic field. The real vector $z$ holds the mode charges along that direction, scaled to absorb the electrostatic prefactor and the electronic screening. In these units the polarization of $x$ along that direction is $z\cdot x$, and the depolarizing field adds $(z\cdot x)^2$ to the energy. The resulting matrix $K+zz^T$ is called the LO (longitudinal-optical) matrix.

In Lean 4 with Mathlib:

```lean
import Mathlib

open Matrix

namespace DepolarizingFieldStabilisation

variable {n : Type*} [Fintype n]
```

The finite type `n` labels the displacement coordinates, so a displacement is a function `n → ℝ`.

```lean
/-- The LO force-constant matrix: the TO matrix `K` plus the depolarizing-field term `z zᵀ`
of the mode-charge vector `z`, in units that absorb the electrostatic prefactor. -/
def loMatrix (K : Matrix n n ℝ) (z : n → ℝ) : Matrix n n ℝ := K + vecMulVec z z
```

`vecMulVec z z` is the matrix with entries $z_iz_j$. Below, `*ᵥ` applies a matrix to a vector and `⬝ᵥ` is the dot product, so `x ⬝ᵥ K *ᵥ y` reads $x\cdot(Ky)$.

## Energies with and without the field

```lean
/-- A symmetric force-constant matrix couples two displacements reciprocally. -/
theorem coupling_symm {K : Matrix n n ℝ} (hK : K.IsHermitian) (x y : n → ℝ) :
    x ⬝ᵥ K *ᵥ y = y ⬝ᵥ K *ᵥ x := by
  have hT : Kᵀ = K := by
    rw [← Matrix.conjTranspose_eq_transpose_of_trivial]
    exact hK
  rw [Matrix.dotProduct_mulVec x K y, ← Matrix.mulVec_transpose, hT,
    dotProduct_comm (K *ᵥ x) y]
```

For real matrices `IsHermitian` means symmetric, and then $x\cdot Ky=y\cdot Kx$. The proof moves $K$ to the other side of the dot product as its transpose.

```lean
/-- The harmonic energy form of a superposition of two displacements, for symmetric `K`. -/
theorem energy_superposition {K : Matrix n n ℝ} (hK : K.IsHermitian) (a b : ℝ)
    (x y : n → ℝ) :
    (a • x + b • y) ⬝ᵥ K *ᵥ (a • x + b • y) =
      a ^ 2 * (x ⬝ᵥ K *ᵥ x) + 2 * a * b * (x ⬝ᵥ K *ᵥ y) + b ^ 2 * (y ⬝ᵥ K *ᵥ y) := by
  simp only [Matrix.mulVec_add, Matrix.mulVec_smul, add_dotProduct, dotProduct_add,
    smul_dotProduct, dotProduct_smul, smul_eq_mul]
  rw [coupling_symm hK y x]
  ring
```

This is the expansion
$$(ax+by)\cdot K(ax+by)=a^2\,x\cdot Kx+2ab\,x\cdot Ky+b^2\,y\cdot Ky,$$
where the previous lemma merges the two cross terms.

```lean
/-- The depolarizing field adds to `K x` a term along the mode charges, proportional to the
polarization `⟨z, x⟩` of the displacement. -/
theorem loMatrix_mulVec (K : Matrix n n ℝ) (z x : n → ℝ) :
    loMatrix K z *ᵥ x = K *ᵥ x + (z ⬝ᵥ x) • z := by
  have h : vecMulVec z z *ᵥ x = (z ⬝ᵥ x) • z := by
    ext i
    simp only [Matrix.mulVec, dotProduct, Matrix.vecMulVec_apply, Pi.smul_apply,
      smul_eq_mul, Finset.sum_mul]
    exact Finset.sum_congr rfl fun j _ => by ring
  rw [loMatrix, Matrix.add_mulVec, h]
```

In components, $\sum_j z_iz_jx_j=(z\cdot x)\,z_i$, so the LO matrix sends $x$ to $Kx+(z\cdot x)z$.

```lean
/-- For symmetric `K`, the LO matrix is positive definite exactly when the TO energy plus the
squared polarization is positive for every nonzero displacement. -/
theorem loMatrix_posDef_iff {K : Matrix n n ℝ} (hK : K.IsHermitian) (z : n → ℝ) :
    (loMatrix K z).PosDef ↔ ∀ x : n → ℝ, x ≠ 0 → 0 < x ⬝ᵥ K *ᵥ x + (z ⬝ᵥ x) ^ 2 := by
  have hE : ∀ x : n → ℝ,
      x ⬝ᵥ loMatrix K z *ᵥ x = x ⬝ᵥ K *ᵥ x + (z ⬝ᵥ x) ^ 2 := by
    intro x
    rw [loMatrix_mulVec, dotProduct_add, dotProduct_smul, smul_eq_mul,
      dotProduct_comm x z, sq]
  have hz : (vecMulVec z z).IsHermitian :=
    Matrix.IsHermitian.ext fun i j => by simp [Matrix.vecMulVec_apply, mul_comm]
  rw [Matrix.posDef_iff_dotProduct_mulVec]
  constructor
  · rintro ⟨_, h⟩ x hx
    have h' := @h x hx
    rwa [star_trivial, hE] at h'
  · intro h
    refine ⟨hK.add hz, fun x hx => ?_⟩
    rw [star_trivial, hE]
    exact h x hx
```

Taking the dot product with $x$ gives the LO energy $x\cdot Kx+(z\cdot x)^2$. `PosDef` asks for a symmetric matrix whose energy is positive for every $x\neq0$. The symmetry comes from that of $K$ and $zz^T$, which leaves the condition on energies.

## One soft direction

```lean
variable [DecidableEq n]

/-- An invertible symmetric `K` with exactly one negative eigenvalue, counted with multiplicity,
has a direction of negative energy on whose orthogonal complement the energy is positive. -/
theorem exists_soft_direction {K : Matrix n n ℝ} (hK : K.IsHermitian) (hdet : K.det ≠ 0)
    (hone : (Finset.univ.filter fun i => hK.eigenvalues i < 0).card = 1) :
    ∃ w : n → ℝ, w ⬝ᵥ K *ᵥ w < 0 ∧
      ∀ x : n → ℝ, x ≠ 0 → w ⬝ᵥ x = 0 → 0 < x ⬝ᵥ K *ᵥ x := by
  have inn : ∀ a b : EuclideanSpace ℝ n, inner ℝ a b = a.ofLp ⬝ᵥ b.ofLp := by
    intro a b
    simp [PiLp.inner_apply, dotProduct, mul_comm]
  obtain ⟨u, hudef⟩ : ∃ u : n → n → ℝ, u = fun i => (hK.eigenvectorBasis i).ofLp :=
    ⟨_, rfl⟩
  have hu : ∀ i, K *ᵥ u i = hK.eigenvalues i • u i := by
    intro i
    rw [hudef]
    exact hK.mulVec_eigenvectorBasis i
  have hnorm : ∀ i, u i ⬝ᵥ u i = 1 := by
    intro i
    have h := inn (hK.eigenvectorBasis i) (hK.eigenvectorBasis i)
    rw [real_inner_self_eq_norm_sq, hK.eigenvectorBasis.orthonormal.1 i, one_pow] at h
    rw [hudef]
    exact h.symm
  have pars : ∀ x y : n → ℝ, ∑ i, (x ⬝ᵥ u i) * (u i ⬝ᵥ y) = x ⬝ᵥ y := by
    intro x y
    have h := hK.eigenvectorBasis.sum_inner_mul_inner (WithLp.toLp 2 x) (WithLp.toLp 2 y)
    simp only [inn] at h
    rw [hudef]
    exact h
  -- the energy is a sum over normal modes
  have hE : ∀ x : n → ℝ,
      x ⬝ᵥ K *ᵥ x = ∑ i, hK.eigenvalues i * (u i ⬝ᵥ x) ^ 2 := by
    intro x
    rw [← pars x (K *ᵥ x)]
    refine Finset.sum_congr rfl fun i _ => ?_
    rw [coupling_symm hK (u i) x, hu, dotProduct_smul, smul_eq_mul,
      dotProduct_comm x (u i)]
    ring
  have hne : ∀ i, hK.eigenvalues i ≠ 0 := by
    intro i h0
    have h := hu i
    rw [h0, zero_smul] at h
    have h1 := hnorm i
    rw [Matrix.eq_zero_of_mulVec_eq_zero hdet h, zero_dotProduct] at h1
    exact zero_ne_one h1
  obtain ⟨k, hk⟩ := Finset.card_eq_one.1 hone
  have hiff : ∀ i, hK.eigenvalues i < 0 ↔ i = k := by
    intro i
    have h := Finset.ext_iff.1 hk i
    simpa using h
  have hpos : ∀ i, i ≠ k → 0 < hK.eigenvalues i := fun i hi =>
    lt_of_le_of_ne (not_lt.1 fun h => hi ((hiff i).1 h)) (hne i).symm
  refine ⟨u k, ?_, fun x hx hkx => ?_⟩
  · rw [hu, dotProduct_smul, hnorm, smul_eq_mul, mul_one]
    exact (hiff k).2 rfl
  · obtain ⟨j, hj⟩ : ∃ j, u j ⬝ᵥ x ≠ 0 := by
      by_contra h
      push Not at h
      apply hx
      rw [← dotProduct_self_eq_zero, ← pars x x]
      exact Finset.sum_eq_zero fun i _ => by rw [h i, mul_zero]
    have hjk : j ≠ k := fun h => hj (h ▸ hkx)
    rw [hE]
    refine Finset.sum_pos' (fun i _ => ?_) ⟨j, Finset.mem_univ j, ?_⟩
    · by_cases hi : i = k
      · rw [hi, hkx]
        simp
      · exact mul_nonneg (hpos i hi).le (sq_nonneg _)
    · exact mul_pos (hpos j hjk) (by positivity)
```

The hypothesis `hone` says that exactly one index $i$ has a negative eigenvalue $\lambda_i$; a degenerate eigenvalue occupies several indices, so multiplicity counts. The hypothesis `hdet` says that $K$ is invertible. Rigid translations cost no energy, so they must be removed from the coordinates first. In a cubic crystal a polar soft mode is threefold degenerate, and $K$ should then be the block of displacements polarized along the field. The criterion then speaks about this block only: the two soft partners polarized perpendicular to the field are not affected by it and stay unstable.

By hand, take orthonormal eigenvectors $u_i$. Then
$$x\cdot Kx=\sum_i\lambda_i\,(u_i\cdot x)^2,$$
which is `hE` in the proof. No $\lambda_i$ vanishes, since $Ku_i=0$ would force $u_i=0$. Let $\lambda_k$ be the negative eigenvalue and put $w=u_k$, so that $w\cdot Kw=\lambda_k<0$. If $x\neq0$ and $w\cdot x=0$, the term $i=k$ drops out, the others are nonnegative, and at least one is positive. Hence $x\cdot Kx>0$.

## The criterion

```lean
/-- Let `K` be symmetric and invertible, with negative energy along `w` and positive energy on
the orthogonal complement of `w`. Then the LO matrix is positive definite if and only if
`1 + ⟨z, K⁻¹ z⟩ < 0`. -/
theorem stabilised_iff_of_soft_direction {K : Matrix n n ℝ} (hK : K.IsHermitian)
    (hdet : K.det ≠ 0) {w : n → ℝ} (hw : w ⬝ᵥ K *ᵥ w < 0)
    (hpos : ∀ x : n → ℝ, x ≠ 0 → w ⬝ᵥ x = 0 → 0 < x ⬝ᵥ K *ᵥ x) (z : n → ℝ) :
    (loMatrix K z).PosDef ↔ 1 + z ⬝ᵥ K⁻¹ *ᵥ z < 0 := by
  rw [loMatrix_posDef_iff hK]
  obtain ⟨y, hydef⟩ : ∃ y, y = K⁻¹ *ᵥ z := ⟨_, rfl⟩
  have hy : K *ᵥ y = z := by
    rw [hydef, Matrix.mulVec_mulVec, Matrix.mul_nonsing_inv _ hdet.isUnit,
      Matrix.one_mulVec]
  rw [← hydef]
  constructor
  · intro h
    by_contra hs
    have hw0 : w ≠ 0 := by
      rintro rfl
      simp at hw
    by_cases hy0 : y = 0
    · have hz : z = 0 := by rw [← hy, hy0, Matrix.mulVec_zero]
      have h1 := h w hw0
      rw [hz, zero_dotProduct] at h1
      linarith
    · have h1 := h y hy0
      rw [hy, dotProduct_comm y z] at h1
      have hs0 : 0 < z ⬝ᵥ y := by
        by_contra h2
        nlinarith [mul_nonneg (neg_nonneg.2 (not_lt.1 h2)) (not_lt.1 hs)]
      -- a displacement without polarization and with negative energy
      have hq := energy_superposition hK (z ⬝ᵥ y) (-(z ⬝ᵥ w)) w y
      rw [hy, dotProduct_comm w z, dotProduct_comm y z] at hq
      have hneg : ((z ⬝ᵥ y) • w + (-(z ⬝ᵥ w)) • y) ⬝ᵥ
          K *ᵥ ((z ⬝ᵥ y) • w + (-(z ⬝ᵥ w)) • y) < 0 := by
        rw [hq]
        nlinarith [mul_pos (pow_pos hs0 2) (neg_pos.2 hw),
          mul_nonneg hs0.le (sq_nonneg (z ⬝ᵥ w))]
      have hzp : z ⬝ᵥ ((z ⬝ᵥ y) • w + (-(z ⬝ᵥ w)) • y) = 0 := by
        simp only [dotProduct_add, dotProduct_smul, smul_eq_mul]
        ring
      have h2 := h ((z ⬝ᵥ y) • w + (-(z ⬝ᵥ w)) • y)
        (fun h0 => by rw [h0, zero_dotProduct] at hneg; exact lt_irrefl _ hneg)
      rw [hzp] at h2
      linarith
  · intro hs x hx
    by_contra hQ
    have hQ' := not_lt.1 hQ
    by_cases ha : w ⬝ᵥ x = 0
    · linarith [hpos x hx ha, sq_nonneg (z ⬝ᵥ x)]
    · -- the combination of `x` and `y` orthogonal to `w` would have negative energy
      have hq := energy_superposition hK (-(w ⬝ᵥ y)) (w ⬝ᵥ x) x y
      rw [hy, dotProduct_comm x z, dotProduct_comm y z] at hq
      have hneg : ((-(w ⬝ᵥ y)) • x + (w ⬝ᵥ x) • y) ⬝ᵥ
          K *ᵥ ((-(w ⬝ᵥ y)) • x + (w ⬝ᵥ x) • y) < 0 := by
        rw [hq]
        have ha2 : 0 < (w ⬝ᵥ x) ^ 2 := by positivity
        nlinarith [mul_pos ha2 (neg_pos.2 hs),
          mul_nonneg (sq_nonneg (w ⬝ᵥ y)) (neg_nonneg.2 hQ'),
          sq_nonneg (w ⬝ᵥ x + (w ⬝ᵥ y) * (z ⬝ᵥ x))]
      have hwp : w ⬝ᵥ ((-(w ⬝ᵥ y)) • x + (w ⬝ᵥ x) • y) = 0 := by
        simp only [dotProduct_add, dotProduct_smul, smul_eq_mul]
        ring
      have h2 := hpos _
        (fun h0 => by rw [h0, zero_dotProduct] at hneg; exact lt_irrefl _ hneg) hwp
      linarith
```

Here the soft direction $w$ is given. Put $y=K^{-1}z$ and $s=z\cdot y$, so that $Ky=z$ and $y\cdot Ky=s$. The claim is that the LO matrix is positive definite if and only if $1+s<0$.

**Stability implies $s<-1$.** Suppose that all LO energies are positive but $s\ge-1$.

- If $y=0$, then $z=0$, and the LO energy of $w$ is $w\cdot Kw<0$, a contradiction.
- If $y\ne0$, its LO energy is $s+s^2=s(1+s)>0$. Since $1+s\ge0$, this gives $s>0$. Now take $v=s\,w-(z\cdot w)\,y$. Its polarization is $z\cdot v=s(z\cdot w)-(z\cdot w)s=0$, and its energy is
$$v\cdot Kv=s^2\,w\cdot Kw-2s(z\cdot w)^2+s(z\cdot w)^2=s^2\,w\cdot Kw-s(z\cdot w)^2<0.$$
So $v$ is nonzero and the field does not act on it: its LO energy is negative, a contradiction.

**$s<-1$ implies stability.** Suppose that some $x\ne0$ has LO energy $E=x\cdot Kx+(z\cdot x)^2\le0$. Write $a=w\cdot x$, $b=w\cdot y$ and $p=z\cdot x$.

- If $a=0$, then $x\cdot Kx>0$, so $E>0$, a contradiction.
- If $a\neq0$, take $v=a\,y-b\,x$, which satisfies $w\cdot v=ab-ba=0$. Substituting $x\cdot Kx=E-p^2$ and completing the square,
$$v\cdot Kv=a^2s-2abp+b^2(E-p^2)=a^2(1+s)-(a+bp)^2+b^2E<0.$$
But nonzero vectors orthogonal to $w$ have positive energy, a contradiction.

In the code, `hq` is the expanded energy of $v$ and `hneg` its sign. The tactic `nlinarith` derives the inequality from the sign facts it is handed; in the second half these are the three terms of the last display.

```lean
/-- Let the TO matrix `K` be symmetric and invertible with exactly one negative eigenvalue, counted
with multiplicity. The depolarizing field makes the LO matrix `K + z zᵀ` positive definite, if and
only if `1 + ⟨z, K⁻¹ z⟩ < 0`. -/
theorem depolarizing_field_stabilises_iff {K : Matrix n n ℝ} (hK : K.IsHermitian)
    (hdet : K.det ≠ 0)
    (hone : (Finset.univ.filter fun i => hK.eigenvalues i < 0).card = 1) (z : n → ℝ) :
    (loMatrix K z).PosDef ↔ 1 + z ⬝ᵥ K⁻¹ *ᵥ z < 0 := by
  obtain ⟨w, hw, hpos⟩ := exists_soft_direction hK hdet hone
  exact stabilised_iff_of_soft_direction hK hdet hw hpos z
```

This is the main theorem. Its proof obtains $w$ from the spectral lemma and passes it to the previous result. For harmonic zone-centre phonons with one unstable TO mode, it decides from $K$ and $z$ alone whether the LO matrix for the chosen field direction is positive definite. At equality, $1+\langle z,K^{-1}z\rangle=0$, no negative energy is left, because scaling $z$ up slightly gives a positive definite matrix and the energies pass to the limit. A zero mode remains, however, as shown below.

## Normal modes and a worked example

```lean
/-- In TO normal-mode coordinates, with one negative force constant `κ k` and all others
positive, the LO matrix is positive definite if and only if `1 + ∑ zᵢ² / κᵢ < 0`. -/
theorem stabilised_iff_normal_modes (κ z : n → ℝ) (k : n) (hk : κ k < 0)
    (hκ : ∀ i, i ≠ k → 0 < κ i) :
    (loMatrix (diagonal κ) z).PosDef ↔ 1 + ∑ i, z i ^ 2 / κ i < 0 := by
  have hne : ∀ i, κ i ≠ 0 := by
    intro i
    by_cases hi : i = k
    · rw [hi]
      exact hk.ne
    · exact (hκ i hi).ne'
  have hH : (diagonal κ).IsHermitian := by
    rw [Matrix.IsHermitian, Matrix.diagonal_conjTranspose, star_trivial]
  have hdet : (diagonal κ).det ≠ 0 := by
    rw [Matrix.det_diagonal]
    exact Finset.prod_ne_zero_iff.2 fun i _ => hne i
  have hE : ∀ x : n → ℝ, x ⬝ᵥ diagonal κ *ᵥ x = ∑ i, κ i * x i ^ 2 := by
    intro x
    simp only [dotProduct, Matrix.mulVec_diagonal]
    exact Finset.sum_congr rfl fun i _ => by ring
  have hinv : (diagonal κ)⁻¹ = diagonal fun i => (κ i)⁻¹ := by
    apply Matrix.inv_eq_right_inv
    rw [Matrix.diagonal_mul_diagonal, ← Matrix.diagonal_one]
    congr 1
    funext i
    exact mul_inv_cancel₀ (hne i)
  have hsum : z ⬝ᵥ (diagonal κ)⁻¹ *ᵥ z = ∑ i, z i ^ 2 / κ i := by
    rw [hinv]
    simp only [dotProduct, Matrix.mulVec_diagonal]
    exact Finset.sum_congr rfl fun i _ => by ring
  rw [← hsum]
  refine stabilised_iff_of_soft_direction hH hdet (w := Pi.single k 1) ?_ ?_ z
  · rw [hE]
    simp [Pi.single_apply, hk]
  · intro x hx hkx
    have hxk : x k = 0 := by simpa using hkx
    obtain ⟨j, hj⟩ := Function.ne_iff.1 hx
    have hj' : x j ≠ 0 := hj
    have hjk : j ≠ k := fun h => hj' (h ▸ hxk)
    rw [hE]
    refine Finset.sum_pos' (fun i _ => ?_) ⟨j, Finset.mem_univ j, ?_⟩
    · by_cases hi : i = k
      · rw [hi, hxk]
        simp
      · exact mul_nonneg (hκ i hi).le (sq_nonneg _)
    · exact mul_pos (hκ j hjk) (by positivity)
```

If $K$ is diagonal with force constants $\kappa_i$, the criterion becomes $1+\sum_i z_i^2/\kappa_i<0$. The soft direction is the unit vector along coordinate $k$, written `Pi.single k 1`. Stable modes with nonzero charge contribute positive terms, so their charges work against stabilisation.

Take $\kappa=(-1,2)$. For $z=(2,1)$ the sum is $1-4+\tfrac12=-\tfrac52<0$, and
$$K+zz^T=\begin{pmatrix}3&2\\2&3\end{pmatrix}$$
has eigenvalues $1$ and $5$: the instability is gone. For $z=(1,1)$ the sum is $1-1+\tfrac12=\tfrac12>0$, and
$$K+zz^T=\begin{pmatrix}0&1\\1&3\end{pmatrix}$$
has determinant $-1$, so one mode is still unstable.

## The threshold and a second soft mode

```lean
/-- At the threshold `1 + ⟨z, K⁻¹ z⟩ = 0`, with `K` invertible, the displacement `K⁻¹ z` is a
nonzero zero mode of the LO matrix. -/
theorem zero_mode_at_threshold {K : Matrix n n ℝ} (hdet : K.det ≠ 0) (z : n → ℝ)
    (hs : 1 + z ⬝ᵥ K⁻¹ *ᵥ z = 0) :
    K⁻¹ *ᵥ z ≠ 0 ∧ loMatrix K z *ᵥ (K⁻¹ *ᵥ z) = 0 := by
  constructor
  · intro h
    rw [h, dotProduct_zero] at hs
    norm_num at hs
  · have hs' : z ⬝ᵥ K⁻¹ *ᵥ z = -1 := by linarith
    rw [loMatrix_mulVec, hs', Matrix.mulVec_mulVec, Matrix.mul_nonsing_inv _ hdet.isUnit,
      Matrix.one_mulVec]
    module
```

At $s=-1$ the vector $y=K^{-1}z$ is nonzero, since $y=0$ would give $s=0$. The LO matrix sends it to $Ky+(z\cdot y)z=z-z=0$. This displacement therefore costs no harmonic energy in the presence of the field.

```lean
/-- With two unstable modes the criterion fails: for `K = -1` in two dimensions and
`z = (2, 0)`, `1 + ⟨z, K⁻¹ z⟩` is negative but the LO matrix is not positive definite. -/
theorem criterion_fails_for_two_soft_modes :
    1 + ![2, 0] ⬝ᵥ (-1 : Matrix (Fin 2) (Fin 2) ℝ)⁻¹ *ᵥ ![2, 0] < 0 ∧
      ¬ (loMatrix (-1 : Matrix (Fin 2) (Fin 2) ℝ) ![2, 0]).PosDef := by
  constructor
  · have hinv : (-1 : Matrix (Fin 2) (Fin 2) ℝ)⁻¹ = -1 :=
      Matrix.inv_eq_right_inv (by noncomm_ring)
    rw [hinv, Matrix.neg_mulVec, Matrix.one_mulVec]
    norm_num [dotProduct, Fin.sum_univ_succ]
  · intro h
    have hH : (-1 : Matrix (Fin 2) (Fin 2) ℝ).IsHermitian := by
      simp [Matrix.IsHermitian]
    -- the second mode carries no charge and stays unstable
    have h1 := (loMatrix_posDef_iff hH _).1 h ![0, 1]
      (fun h0 => by simpa using congrFun h0 1)
    rw [Matrix.neg_mulVec, Matrix.one_mulVec] at h1
    norm_num [dotProduct, Fin.sum_univ_succ] at h1

end DepolarizingFieldStabilisation
```

For $K=-1$ (minus the identity) and $z=(2,0)$, we get $1+s=1-4=-3<0$, yet the LO matrix is $\mathrm{diag}(3,-1)$. The field stiffens the charged mode and leaves the uncharged one unstable. So the inequality no longer guarantees stability once two negative eigenvalues are allowed.

```lean
#print axioms DepolarizingFieldStabilisation.depolarizing_field_stabilises_iff
#print axioms DepolarizingFieldStabilisation.stabilised_iff_normal_modes
#print axioms DepolarizingFieldStabilisation.zero_mode_at_threshold
#print axioms DepolarizingFieldStabilisation.criterion_fails_for_two_soft_modes
```

```
'DepolarizingFieldStabilisation.depolarizing_field_stabilises_iff' depends on axioms: [propext, Classical.choice, Quot.sound]
'DepolarizingFieldStabilisation.stabilised_iff_normal_modes' depends on axioms: [propext, Classical.choice, Quot.sound]
'DepolarizingFieldStabilisation.zero_mode_at_threshold' depends on axioms: [propext, Classical.choice, Quot.sound]
'DepolarizingFieldStabilisation.criterion_fails_for_two_soft_modes' depends on axioms: [propext, Classical.choice, Quot.sound]
```
